# Centre derivatives of a Gaussian combined by a homogeneous harmonic polynomial $Y$ of degree $l$ give $(2a)^l\,Y$ times the Gaussian

The Gaussian is $e^{-a|\mathbf r-\mathbf A|^2}$ with centre $\mathbf A$, and $Y$ is evaluated at $\mathbf r-\mathbf A$. An $n$-th derivative with respect to one centre coordinate multiplies the Gaussian by a polynomial $h_n$, defined below, so the proof studies the rule "replace $x^n$ by $h_n(x)$" in an expanded polynomial. This rule acts on the coefficients of the polynomial, not on its value at a point. Polynomials are therefore taken here as formal objects, finite lists of coefficients indexed by exponents, and the replacement is a linear map on them. The Laplacian is formal as well, and analysis enters only when the result is attached to actual Gaussians.

The number of coordinates $d$ is arbitrary, and physical space is $d=3$. A polynomial $Y$ has type `MvPolynomial (Fin d) ℝ`, so its coefficients are real. Complex solid harmonics are reached through their real and imaginary parts.

```lean
import Mathlib

open MvPolynomial

namespace SolidHarmonicGaussian

noncomputable section

variable {d : ℕ}
```

## Polynomials generated by moving the centre

For a real exponent $a$, set

$$h_0=1,\qquad h_{n+1}(x)=2a\,x\,h_n(x)-h_n'(x).$$

The first ones are $h_1=2ax$ and $h_2=4a^2x^2-2a$. For $a>0$ they are rescaled Hermite polynomials.

```lean
/-- The polynomials `h₀ = 1`, `hₙ₊₁ = 2a x hₙ - hₙ'` attached to a Gaussian of exponent `a`. -/
def hermiteGauss (a : ℝ) : ℕ → Polynomial ℝ
  | 0 => 1
  | n + 1 => Polynomial.C (2 * a) * Polynomial.X * hermiteGauss a n
      - Polynomial.derivative (hermiteGauss a n)
```

In $d$ coordinates a monomial is fixed by its exponents $m=(m_i)$, and its replacement is the product $\prod_i h_{m_i}(x_i)$. In Lean, `aeval (X i)` inserts the coordinate $x_i$ into the one-variable polynomial.

```lean
/-- The product of the one-dimensional polynomials `h_(m i)(x_i)` over all coordinates. -/
def hermiteProd (a : ℝ) (m : Fin d →₀ ℕ) : MvPolynomial (Fin d) ℝ :=
  ∏ i, Polynomial.aeval (X i : MvPolynomial (Fin d) ℝ) (hermiteGauss a (m i))
```

Call the linear extension $H$:

$$H\Big(\sum_m c_m\prod_i x_i^{m_i}\Big)=\sum_m c_m\prod_i h_{m_i}(x_i).$$

Since the monomials form a basis, their images determine $H$.

```lean
/-- The linear map that replaces each monomial `∏ x_i ^ (m i)` by `∏ h_(m i)(x_i)`. -/
def hermiteMap (a : ℝ) : MvPolynomial (Fin d) ℝ →ₗ[ℝ] MvPolynomial (Fin d) ℝ :=
  (basisMonomials (Fin d) ℝ).constr ℝ (hermiteProd a)
```

The harmonic condition is $\Delta Y=0$, with $\Delta=\sum_i\partial_i^2$. It is what makes a difference between $x^2-y^2$ and $x^2+y^2+z^2$. The first goes to $4a^2(x^2-y^2)$, because the constants $-2a$ cancel. The second goes to $4a^2(x^2+y^2+z^2)-6a$.

```lean
/-- The Laplacian of a polynomial in `d` Cartesian coordinates. -/
def polyLaplacian (p : MvPolynomial (Fin d) ℝ) : MvPolynomial (Fin d) ℝ :=
  ∑ i, pderiv i (pderiv i p)
```

Two elementary facts about formal derivatives are needed. The first is $\partial_i x_j=\delta_{ij}$.

```lean
/-- The derivative of one coordinate along another is one or zero. -/
theorem pderiv_coord (i j : Fin d) :
    pderiv i (X j : MvPolynomial (Fin d) ℝ) = C (if i = j then 1 else 0) := by
  by_cases h : i = j
  · subst h
    simp
  · simp [pderiv_X_of_ne (Ne.symm h), h]
```

The second is $\partial_i\partial_j p=\partial_j\partial_i p$. It is proved by building $p$ from constants, sums and multiplication by a coordinate, with the product rule in the last case.

```lean
/-- Partial derivatives of polynomials commute. -/
theorem pderiv_swap (i j : Fin d) (p : MvPolynomial (Fin d) ℝ) :
    pderiv i (pderiv j p) = pderiv j (pderiv i p) := by
  induction p using MvPolynomial.induction_on
  next c =>
    simp only [pderiv_C, map_zero]
  next p q hp hq =>
    simp only [map_add, hp, hq]
  next p k hp =>
    simp only [Derivation.leibniz, map_add, smul_eq_mul, pderiv_coord, pderiv_C, hp]
    ring
```

The definition of $H$ is then unpacked, first for one monomial with coefficient $c$:

```lean
/-- The map on a single monomial with a coefficient. -/
theorem hermiteMap_monomial (a : ℝ) (m : Fin d →₀ ℕ) (c : ℝ) :
    hermiteMap a (monomial m c) = C c * hermiteProd a m := by
  have h := (basisMonomials (Fin d) ℝ).constr_basis ℝ (hermiteProd a) m
  rw [coe_basisMonomials] at h
  have h' : hermiteMap a (monomial m (1 : ℝ)) = hermiteProd a m := h
  have e : monomial m c = c • monomial m (1 : ℝ) := by
    rw [smul_monomial, smul_eq_mul, mul_one]
  rw [e, map_smul, h', smul_eq_C_mul]
```

and then, by linearity, for the sum over the nonzero coefficients of $p$. This is the sum $\sum c_{ijk}\,h_i(x)h_j(y)h_k(z)$ when $d=3$.

```lean
/-- The map written out as a sum over the coefficients of the polynomial. -/
theorem hermiteMap_eq_sum (a : ℝ) (p : MvPolynomial (Fin d) ℝ) :
    hermiteMap a p = ∑ m ∈ p.support, C (p.coeff m) * hermiteProd a m := by
  conv_lhs => rw [p.as_sum]
  rw [map_sum]
  exact Finset.sum_congr rfl fun m _ => hermiteMap_monomial a m _
```

## Raising and lowering a power

Multiplying a monomial by $x_i$ raises $m_i$ by one and leaves the other exponents alone. The factor $h_{m_i}(x_i)$ becomes $2a\,x_i h_{m_i}-h_{m_i}'$, and the remaining factors do not depend on $x_i$. Hence, by linearity,

$$H(p\,x_i)=2a\,x_i\,H(p)-\partial_i H(p).$$

The proof splits off the factor for coordinate $i$. The auxiliary claim `hz` shows that $\partial_i$ annihilates the product of the others.

```lean
/-- An extra factor `x_i` before the map becomes the operator `2a x_i - ∂_i` after it. -/
theorem hermiteMap_mul_X (a : ℝ) (i : Fin d) (p : MvPolynomial (Fin d) ℝ) :
    hermiteMap a (p * X i) = C (2 * a) * X i * hermiteMap a p - pderiv i (hermiteMap a p) := by
  refine MvPolynomial.induction_on' p ?_ ?_
  · intro m c
    -- factors in the other coordinates do not depend on `x_i`
    have hz : ∀ s : Finset (Fin d), i ∉ s → pderiv i (∏ j ∈ s,
        Polynomial.aeval (X j : MvPolynomial (Fin d) ℝ) (hermiteGauss a (m j))) = 0 := by
      intro s
      induction s using Finset.induction_on with
      | empty => intro _; simp
      | insert b s hb ih =>
        intro hi
        rw [Finset.mem_insert, not_or] at hi
        rw [Finset.prod_insert hb, Derivation.leibniz, ih hi.2, Derivation.map_aeval,
          pderiv_X_of_ne (Ne.symm hi.1)]
        simp
    have hrest := hz (Finset.univ.erase i) (by simp)
    have h1 : hermiteProd a m = Polynomial.aeval (X i) (hermiteGauss a (m i)) *
        ∏ j ∈ Finset.univ.erase i, Polynomial.aeval (X j) (hermiteGauss a (m j)) :=
      (Finset.mul_prod_erase _ _ (Finset.mem_univ i)).symm
    have h2 : hermiteProd a (m + Finsupp.single i 1) =
        Polynomial.aeval (X i) (hermiteGauss a (m i + 1)) *
        ∏ j ∈ Finset.univ.erase i, Polynomial.aeval (X j) (hermiteGauss a (m j)) := by
      rw [hermiteProd, ← Finset.mul_prod_erase _ _ (Finset.mem_univ i)]
      congr 1
      · simp
      · refine Finset.prod_congr rfl fun j hj => ?_
        have hji : j ≠ i := Finset.ne_of_mem_erase hj
        simp [hji]
    have hs : hermiteGauss a (m i + 1) = Polynomial.C (2 * a) * Polynomial.X *
        hermiteGauss a (m i) - Polynomial.derivative (hermiteGauss a (m i)) := rfl
    have e : monomial m c * X i = monomial (m + Finsupp.single i 1) c := by
      rw [X, monomial_mul, mul_one]
    rw [e, hermiteMap_monomial, hermiteMap_monomial, pderiv_C_mul, h2, h1, hs,
      Derivation.leibniz, hrest, Derivation.map_aeval, pderiv_X_self]
    simp only [map_sub, map_mul, Polynomial.aeval_C, Polynomial.aeval_X, algebraMap_eq,
      smul_eq_mul]
    ring
  · intro p q hp hq
    simp only [add_mul, map_add, hp, hq]
    ring
```

Differentiation passes through $H$ with a factor $2a$:

$$\partial_i H(p)=2a\,H(\partial_i p).$$

In one variable this is $h_n'=2an\,h_{n-1}$ for $n\ge1$. It holds for constants, since $H(c)=c$, and it survives addition. If it holds for $p$, the raising rule gives

$$\begin{aligned}
\partial_i H(p\,x_j)&=2a\,\delta_{ij}H(p)+2a\,x_j\,\partial_iH(p)-\partial_j\partial_i H(p)\\
&=2a\big[\delta_{ij}H(p)+2a\,x_jH(\partial_i p)-\partial_jH(\partial_i p)\big]\\
&=2a\,H(\delta_{ij}\,p+x_j\,\partial_i p)=2a\,H\big(\partial_i(p\,x_j)\big).
\end{aligned}$$

```lean
/-- Differentiating after the map is `2a` times differentiating before it. -/
theorem pderiv_hermiteMap (a : ℝ) (i : Fin d) (p : MvPolynomial (Fin d) ℝ) :
    pderiv i (hermiteMap a p) = C (2 * a) * hermiteMap a (pderiv i p) := by
  induction p using MvPolynomial.induction_on
  next c =>
    have hc : hermiteMap a (C c : MvPolynomial (Fin d) ℝ) = C c :=
      (hermiteMap_monomial a 0 c).trans (by simp [hermiteProd, hermiteGauss])
    rw [hc, pderiv_C, map_zero, mul_zero]
  next p q hp hq =>
    simp only [map_add, hp, hq, mul_add]
  next p j hp =>
    have e : pderiv i (p * X j) = (if i = j then (1 : ℝ) else 0) • p + pderiv i p * X j := by
      rw [Derivation.leibniz, pderiv_coord, smul_eq_mul, smul_eq_mul, smul_eq_C_mul]
      ring
    rw [e, map_add, map_smul, hermiteMap_mul_X, hermiteMap_mul_X, map_sub,
      pderiv_swap i j, hp, smul_eq_C_mul]
    simp only [Derivation.leibniz, pderiv_C, pderiv_coord, smul_eq_mul, hp]
    ring
```

## Harmonic polynomials are only rescaled

Let $Y$ be homogeneous of degree $l$ with $\Delta Y=0$. Then $H(Y)=(2a)^lY$, by induction on $l$.

For $l=0$, $Y$ is a constant and $H$ leaves it unchanged. For degree $l+1$, Euler's identity reads $\sum_i x_i\,\partial_iY=(l+1)Y$. Each $\partial_iY$ is homogeneous of degree $l$, and it is harmonic because derivatives commute, so $H(\partial_iY)=(2a)^l\partial_iY$. The raising rule then gives

$$\begin{aligned}
(l+1)H(Y)&=\sum_i H(x_i\,\partial_iY)\\
&=\sum_i\big[2a\,x_i(2a)^l\partial_iY-(2a)^l\partial_i^2Y\big]\\
&=(l+1)(2a)^{l+1}Y-(2a)^l\,\Delta Y .
\end{aligned}$$

The last term vanishes, and division by $l+1$ completes the step. In the code, `euler` is Euler's identity, `hi` is the induction hypothesis applied to the derivatives, and `key` is the displayed calculation.

```lean
/-- On a harmonic polynomial, homogeneous of degree `l`, the map is multiplication
by `(2a)^l`. -/
theorem hermiteMap_of_harmonic (a : ℝ) (l : ℕ) : ∀ Y : MvPolynomial (Fin d) ℝ,
    Y.IsHomogeneous l → polyLaplacian Y = 0 → hermiteMap a Y = C ((2 * a) ^ l) * Y := by
  induction l with
  | zero =>
    intro Y hY _
    have h0 : Y = C (coeff 0 Y) :=
      totalDegree_eq_zero_iff_eq_C.mp (Nat.le_zero.mp hY.totalDegree_le)
    have hc : ∀ c : ℝ, hermiteMap a (C c : MvPolynomial (Fin d) ℝ) = C c := fun c =>
      (hermiteMap_monomial a 0 c).trans (by simp [hermiteProd, hermiteGauss])
    rw [h0, hc, pow_zero, C_1, one_mul]
  | succ l ih =>
    intro Y hY hL
    have euler : ∑ i, pderiv i Y * X i = (l + 1) • Y := by
      rw [← hY.sum_X_mul_pderiv]
      exact Finset.sum_congr rfl fun i _ => mul_comm _ _
    -- the map rescales each partial derivative, which is harmonic and homogeneous of degree `l`
    have hi : ∀ i, hermiteMap a (pderiv i Y) = C ((2 * a) ^ l) * pderiv i Y := by
      intro i
      refine ih _ (by simpa using hY.pderiv (i := i)) ?_
      have hcomm : polyLaplacian (pderiv i Y) = pderiv i (polyLaplacian Y) := by
        simp only [polyLaplacian, map_sum]
        refine Finset.sum_congr rfl fun j _ => ?_
        rw [pderiv_swap j i Y, pderiv_swap j i (pderiv j Y)]
      rw [hcomm, hL, map_zero]
    have key : (l + 1) • hermiteMap a Y = (l + 1) • (C ((2 * a) ^ (l + 1)) * Y) := by
      calc (l + 1) • hermiteMap a Y
          = ∑ i, (C (2 * a) * X i * (C ((2 * a) ^ l) * pderiv i Y)
              - C ((2 * a) ^ l) * pderiv i (pderiv i Y)) := by
            rw [← map_nsmul, ← euler, map_sum]
            refine Finset.sum_congr rfl fun i _ => ?_
            rw [hermiteMap_mul_X, hi, pderiv_C_mul]
        _ = C ((2 * a) ^ (l + 1)) * (∑ i, pderiv i Y * X i)
              - C ((2 * a) ^ l) * polyLaplacian Y := by
            rw [Finset.sum_sub_distrib, polyLaplacian, Finset.mul_sum, Finset.mul_sum]
            congr 1
            refine Finset.sum_congr rfl fun i _ => ?_
            simp only [pow_succ, C_mul]
            ring
        _ = (l + 1) • (C ((2 * a) ^ (l + 1)) * Y) := by
            rw [hL, euler, mul_zero, sub_zero, mul_smul_comm]
    rw [nsmul_eq_mul, nsmul_eq_mul] at key
    exact mul_left_cancel₀ (Nat.cast_ne_zero.mpr (Nat.succ_ne_zero l)) key
```

## The rescaling detects harmonicity

If $a\neq0$, the implication can be reversed for homogeneous $Y$. Apply Euler's identity and the raising rule to $Y$, multiply by $2a$, and use $2a\,H(\partial_iY)=\partial_iH(Y)$:

$$2a\,l\,H(Y)=2a\sum_i x_i\,\partial_iH(Y)-\Delta H(Y).$$

Rearranged, this is Hermite's differential equation in $d$ dimensions,

$$\Delta H(Y)=2a\Big(\sum_i x_i\,\partial_i-l\Big)H(Y).$$

Suppose that $H(Y)=(2a)^lY$. The right-hand side vanishes by Euler's identity, which leaves $(2a)^l\Delta Y=0$ and so $\Delta Y=0$.

The theorem states both directions at once. Its hypotheses are `ha`, a nonzero exponent, and `hY`, homogeneity of degree $l$. The condition on $a$ belongs to the converse: at $a=0$ both $H(x^2)$ and $(2a)^2x^2$ are zero, although $x^2$ is not harmonic. In the proof, `h2` is the differential equation and `h3` is Euler's identity for $(2a)^lY$.

```lean
/-- For `a ≠ 0` and `Y` homogeneous of degree `l`, replacing every power `x_i ^ n` in `Y` by
`h_n(x_i)` gives `(2a)^l Y` exactly when `Y` has zero Laplacian. -/
theorem hermite_sum_eq_iff_harmonic {a : ℝ} (ha : a ≠ 0) {l : ℕ}
    {Y : MvPolynomial (Fin d) ℝ} (hY : Y.IsHomogeneous l) :
    ∑ m ∈ Y.support, C (Y.coeff m) * hermiteProd a m = C ((2 * a) ^ l) * Y
      ↔ polyLaplacian Y = 0 := by
  rw [← hermiteMap_eq_sum]
  refine ⟨fun h => ?_, hermiteMap_of_harmonic a l Y hY⟩
  have euler : ∑ i, pderiv i Y * X i = l • Y := by
    rw [← hY.sum_X_mul_pderiv]
    exact Finset.sum_congr rfl fun i _ => mul_comm _ _
  have h1 : l • hermiteMap a Y = ∑ i, (C (2 * a) * X i * hermiteMap a (pderiv i Y)
      - pderiv i (hermiteMap a (pderiv i Y))) := by
    rw [← map_nsmul, ← euler, map_sum]
    exact Finset.sum_congr rfl fun i _ => hermiteMap_mul_X a i _
  -- Hermite's differential equation in `d` dimensions
  have h2 : polyLaplacian (hermiteMap a Y) =
      C (2 * a) * (∑ i, pderiv i (hermiteMap a Y) * X i - l • hermiteMap a Y) := by
    rw [h1, polyLaplacian, ← Finset.sum_sub_distrib, Finset.mul_sum]
    refine Finset.sum_congr rfl fun i _ => ?_
    rw [pderiv_hermiteMap a i Y, pderiv_C_mul]
    ring
  have h3 : ∑ i, pderiv i (C ((2 * a) ^ l) * Y) * X i = l • (C ((2 * a) ^ l) * Y) := by
    rw [← mul_smul_comm, ← euler, Finset.mul_sum]
    refine Finset.sum_congr rfl fun i _ => ?_
    rw [pderiv_C_mul, mul_assoc]
  have h4 : polyLaplacian (C ((2 * a) ^ l) * Y) = C ((2 * a) ^ l) * polyLaplacian Y := by
    simp only [polyLaplacian, pderiv_C_mul, Finset.mul_sum]
  rw [h, h3, sub_self, mul_zero, h4] at h2
  have hne : (C ((2 * a) ^ l) : MvPolynomial (Fin d) ℝ) ≠ 0 := by
    rw [Ne, C_eq_zero]
    exact pow_ne_zero _ (mul_ne_zero two_ne_zero ha)
  exact (mul_eq_zero.mp h2).resolve_left hne
```

## From polynomials to Gaussians

The recursion was chosen to match derivatives with respect to the centre $A$:

$$\frac{d^n}{dA^n}e^{-a(x-A)^2}=h_n(x-A)\,e^{-a(x-A)^2}.$$

For $n=0$ this is immediate. Differentiating the right-hand side once more gives

$$\big[-h_n'(x-A)+2a(x-A)h_n(x-A)\big]e^{-a(x-A)^2},$$

and the bracket is $h_{n+1}(x-A)$. The Lean proof follows the same induction, with `h3` as the product and chain rules.

```lean
/-- The `n`-th derivative of a Gaussian with respect to its centre `A` is `h_n(x - A)` times
the Gaussian. -/
theorem iteratedDeriv_gaussian (a x : ℝ) (n : ℕ) :
    iteratedDeriv n (fun A : ℝ => Real.exp (-a * (x - A) ^ 2)) =
      fun A => (hermiteGauss a n).eval (x - A) * Real.exp (-a * (x - A) ^ 2) := by
  induction n with
  | zero => simp [iteratedDeriv_zero, hermiteGauss]
  | succ n ih =>
    rw [iteratedDeriv_succ, ih]
    funext A
    have h1 : HasDerivAt (fun B : ℝ => x - B) (-1) A := (hasDerivAt_id' A).const_sub x
    have h2 : HasDerivAt (fun B : ℝ => (hermiteGauss a n).eval (x - B))
        ((Polynomial.derivative (hermiteGauss a n)).eval (x - A) * -1) A :=
      ((hermiteGauss a n).hasDerivAt (x - A)).comp A h1
    have hsq : HasDerivAt (fun B : ℝ => (x - B) ^ 2) (-(2 * (x - A))) A := by
      simp only [pow_two]
      exact (h1.fun_mul h1).congr_deriv (by ring)
    have h3 := h2.fun_mul (hsq.const_mul (-a)).exp
    have hs : hermiteGauss a (n + 1) = Polynomial.C (2 * a) * Polynomial.X *
        hermiteGauss a n - Polynomial.derivative (hermiteGauss a n) := rfl
    rw [h3.deriv, hs]
    simp only [Polynomial.eval_sub, Polynomial.eval_mul, Polynomial.eval_C, Polynomial.eval_X]
    ring
```

A Gaussian in $d$ dimensions is a product over coordinates, so its mixed centre derivatives are products of one-dimensional ones. The theorem is written with these products. Evaluating $H(Y)=(2a)^lY$ at the displacement $\mathbf r-\mathbf A$ and collecting the exponentials gives

$$\sum_m c_m\prod_i\frac{\partial^{m_i}}{\partial A_i^{m_i}}e^{-a(r_i-A_i)^2}=(2a)^l\,Y(\mathbf r-\mathbf A)\,e^{-a|\mathbf r-\mathbf A|^2},$$

where $c_m$ are the coefficients of $Y$. The statement accepts any real $a$; a localised basis function needs $a>0$. The functions are unnormalised.

```lean
/-- For harmonic `Y`, homogeneous of degree `l`, the products over the coordinates of
one-dimensional Gaussian centre derivatives, summed with the coefficients of `Y`, give `(2a)^l Y(r -
A) exp(-a |r - A|²)`. -/
theorem solid_harmonic_gaussian (a : ℝ) {l : ℕ} {Y : MvPolynomial (Fin d) ℝ}
    (hY : Y.IsHomogeneous l) (hL : polyLaplacian Y = 0) (r A : Fin d → ℝ) :
    ∑ m ∈ Y.support, Y.coeff m *
        ∏ i, iteratedDeriv (m i) (fun t : ℝ => Real.exp (-a * (r i - t) ^ 2)) (A i) =
      (2 * a) ^ l * eval (fun i => r i - A i) Y * Real.exp (-a * ∑ i, (r i - A i) ^ 2) := by
  have he : ∀ (i : Fin d) (q : Polynomial ℝ), eval (fun i => r i - A i)
      (Polynomial.aeval (X i : MvPolynomial (Fin d) ℝ) q) = q.eval (r i - A i) := by
    intro i q
    refine Polynomial.induction_on' q ?_ ?_
    · intro p q hp hq
      simp only [map_add, hp, hq, Polynomial.eval_add]
    · intro n c
      simp [Polynomial.aeval_monomial, algebraMap_eq]
  -- evaluate the polynomial identity at the displacement from the centre
  have h := congrArg (eval (fun i => r i - A i)) (hermiteMap_of_harmonic a l Y hY hL)
  rw [hermiteMap_eq_sum] at h
  simp only [map_sum, map_mul, eval_C, hermiteProd, map_prod, he] at h
  rw [← h, Finset.mul_sum, Real.exp_sum, Finset.sum_mul]
  refine Finset.sum_congr rfl fun m _ => ?_
  simp only [iteratedDeriv_gaussian, Finset.prod_mul_distrib]
  ring

end

end SolidHarmonicGaussian
```

```lean
#print axioms SolidHarmonicGaussian.hermite_sum_eq_iff_harmonic
-- 'SolidHarmonicGaussian.hermite_sum_eq_iff_harmonic' depends on axioms: [propext, Classical.choice, Quot.sound]
#print axioms SolidHarmonicGaussian.solid_harmonic_gaussian
-- 'SolidHarmonicGaussian.solid_harmonic_gaussian' depends on axioms: [propext, Classical.choice, Quot.sound]
```

## Solid-harmonic integrals from s-type integrals

In electronic-structure calculations with Gaussian basis sets, the identity lets a single unnormalised solid-harmonic primitive be expanded in Hermite Gaussians, the centre derivatives of an s function, with the same coefficients as in Cartesian Gaussians. Only the factor $(2a)^{-l}$ is added.

An integral code can therefore start from an integral over s functions, differentiate it with respect to $\mathbf A$, combine the derivatives with the coefficients of $Y$, and divide by $(2a)^l$. Only the centre of the function being raised is varied. If another function, or a nucleus in the operator, sits at the same point, its position is kept as an independent variable until the derivatives have been taken.

In a contracted function each primitive has its own exponent, so the factor $(2a)^{-l}$ goes into each contraction coefficient before the primitives are summed.
